# One Aitken step on $E + c/n$ leaves the error $c/(2(n+1))$

The values $E+c,\ E+c/2,\ E+c/3$ with $c\neq 0$ have first difference $-c/2$ and second difference $c/3$, so Aitken extrapolation gives $E+c-\frac{c^2/4}{c/3}=E+c/4$, which still carries half the error of the middle value. The Lean file proves this halving for every $n\ge 1$, follows it through repeated extrapolation, and characterises the errors for which a simple correction recovers $E$.

```lean
import Mathlib

open Filter Topology

namespace AitkenInverseSizeTail

noncomputable section

/-- The second difference of a sequence of computed values. -/
def secondDiff (S : ℕ → ℝ) (n : ℕ) : ℝ := S (n + 2) - 2 * S (n + 1) + S n

/-- The Aitken (exponential) extrapolation of three consecutive values. -/
def aitken (S : ℕ → ℝ) (n : ℕ) : ℝ := S n - (S (n + 1) - S n) ^ 2 / secondDiff S n

/-- A quantity with limit `E` and a finite-size error `c / n`. -/
def inverseTail (E c : ℝ) (n : ℕ) : ℝ := E + c / n

/-- For an error `c / (n + a)` with `c ≠ 0`, `a ≥ 0` and `n ≥ 1`, one Aitken step is well defined,
halves the amplitude and raises the shift `a` by one. -/
theorem aitken_shifted_tail {T : ℕ → ℝ} {E c a : ℝ} (hc : c ≠ 0) (ha : 0 ≤ a)
    (hT : ∀ m : ℕ, 1 ≤ m → T m = E + c / (m + a)) {n : ℕ} (hn : 1 ≤ n) :
    secondDiff T n ≠ 0 ∧ aitken T n = E + c / 2 / (n + (a + 1)) := by
  have hn' : (1 : ℝ) ≤ n := by exact_mod_cast hn
  obtain ⟨x, hxd⟩ : ∃ x : ℝ, x = (n : ℝ) + a := ⟨_, rfl⟩
  have hx : 0 < x := by linarith
  have hx1 : x + 1 ≠ 0 := by positivity
  have hx2 : x + 2 ≠ 0 := by positivity
  have hx0 : x ≠ 0 := hx.ne'
  have h0 : T n = E + c / x := by rw [hT n hn, hxd]
  have h1 : T (n + 1) = E + c / (x + 1) := by
    rw [hT (n + 1) (by omega), show x + 1 = ((n + 1 : ℕ) : ℝ) + a by rw [hxd]; push_cast; ring]
  have h2 : T (n + 2) = E + c / (x + 2) := by
    rw [hT (n + 2) (by omega), show x + 2 = ((n + 2 : ℕ) : ℝ) + a by rw [hxd]; push_cast; ring]
  -- the first and second differences in closed form
  have hs : T (n + 1) - T n = -c / (x * (x + 1)) := by
    rw [h0, h1]
    field_simp
    ring
  have hd : secondDiff T n = 2 * c / (x * (x + 1) * (x + 2)) := by
    unfold secondDiff
    rw [h0, h1, h2]
    field_simp
    ring
  refine ⟨?_, ?_⟩
  · rw [hd]
    positivity
  · unfold aitken
    rw [hs, hd, h0, show (n : ℝ) + (a + 1) = x + 1 by rw [hxd]; ring]
    field_simp
    ring

/-- For `S n = E + c / n` with `c ≠ 0` and `n ≥ 1`, the Aitken value is well defined and equals `E +
c / (2 (n + 1))`; twice the Aitken value minus the middle data point is exactly `E`. -/
theorem aitken_inverseTail {E c : ℝ} (hc : c ≠ 0) {n : ℕ} (hn : 1 ≤ n) :
    secondDiff (inverseTail E c) n ≠ 0 ∧
    aitken (inverseTail E c) n = E + c / (2 * (n + 1)) ∧
    2 * aitken (inverseTail E c) n - inverseTail E c (n + 1) = E := by
  have h := aitken_shifted_tail (T := inverseTail E c) (E := E) (a := 0) hc le_rfl
    (fun m _ => by simp [inverseTail]) hn
  have hv : aitken (inverseTail E c) n = E + c / (2 * (n + 1)) := by
    rw [h.2, zero_add, div_div]
  refine ⟨h.1, hv, ?_⟩
  have hn1 : (n : ℝ) + 1 ≠ 0 := by positivity
  rw [hv]
  unfold inverseTail
  push_cast
  field_simp
  ring

/-- After `k` repeated Aitken extrapolations of `E + c / n` the error is
`(c / 2 ^ k) / (n + k)`. -/
theorem iterated_aitken_inverseTail {E c : ℝ} (hc : c ≠ 0) (k : ℕ) :
    ∀ n : ℕ, 1 ≤ n → aitken^[k] (inverseTail E c) n = E + c / 2 ^ k / (n + k) := by
  induction k with
  | zero =>
    intro n _
    simp [inverseTail]
  | succ k ih =>
    intro n hn
    have hck : c / 2 ^ k ≠ 0 := div_ne_zero hc (by positivity)
    -- the k-fold extrapolated sequence is again an inverse-size tail, shifted by k
    have h := (aitken_shifted_tail hck (Nat.cast_nonneg k) ih hn).2
    rw [Function.iterate_succ_apply', h]
    push_cast
    rw [pow_succ, ← div_div]

/-- For `c ≠ 0` and `n ≥ 1`, the second difference needed for the next Aitken step never vanishes,
however often `E + c / n` has already been extrapolated. -/
theorem iterated_secondDiff_ne_zero {E c : ℝ} (hc : c ≠ 0) (k : ℕ) {n : ℕ} (hn : 1 ≤ n) :
    secondDiff (aitken^[k] (inverseTail E c)) n ≠ 0 := by
  have hck : c / 2 ^ k ≠ 0 := div_ne_zero hc (by positivity)
  exact (aitken_shifted_tail hck (Nat.cast_nonneg k) (iterated_aitken_inverseTail hc k) hn).1

/-- The fraction of the error `c / n` that survives `k` repeated Aitken extrapolations tends
to `1 / 2 ^ k` as the size grows. -/
theorem surviving_error_fraction {E c : ℝ} (hc : c ≠ 0) (k : ℕ) :
    Tendsto (fun n : ℕ => (aitken^[k] (inverseTail E c) n - E) / (inverseTail E c n - E))
      atTop (𝓝 (1 / 2 ^ k)) := by
  have h := (tendsto_natCast_div_add_atTop (k : ℝ)).const_mul (1 / 2 ^ k : ℝ)
  rw [mul_one] at h
  refine h.congr' ?_
  filter_upwards [eventually_ge_atTop 1] with n hn
  have hn' : (0 : ℝ) < n := by exact_mod_cast hn
  have hnk : (n : ℝ) + k ≠ 0 := by positivity
  rw [iterated_aitken_inverseTail hc k n hn]
  simp only [inverseTail, add_sub_cancel_left]
  field_simp

/-- If no value of `S` equals `E` and the second difference at `n` is nonzero, then twice the Aitken
value minus the middle data point equals `E` exactly when the reciprocal errors of the three data
points are equally spaced. -/
theorem corrected_exact_iff_reciprocals {S : ℕ → ℝ} {E : ℝ} (hE : ∀ n, S n ≠ E) {n : ℕ}
    (hD : secondDiff S n ≠ 0) :
    2 * aitken S n - S (n + 1) = E ↔
      1 / (S (n + 2) - E) - 1 / (S (n + 1) - E) = 1 / (S (n + 1) - E) - 1 / (S n - E) := by
  have hB : ∀ x y z : ℝ, x ≠ 0 → y ≠ 0 → z ≠ 0 →
      (1 / z - 1 / y = 1 / y - 1 / x ↔ 2 * x * z - y * (x + z) = 0) := by
    intro x y z hx hy hz
    have key : (1 / z - 1 / y - (1 / y - 1 / x)) * (x * y * z) = y * (x + z) - 2 * x * z := by
      field_simp
      ring
    constructor
    · intro h
      rw [h, sub_self, zero_mul] at key
      linarith
    · intro h
      have h0 : (1 / z - 1 / y - (1 / y - 1 / x)) * (x * y * z) = 0 := by
        rw [key]
        linarith
      exact sub_eq_zero.mp ((mul_eq_zero.mp h0).resolve_right
        (mul_ne_zero (mul_ne_zero hx hy) hz))
  -- clear the Aitken denominator
  have hq : (S (n + 1) - S n) ^ 2 / secondDiff S n * secondDiff S n = (S (n + 1) - S n) ^ 2 :=
    div_mul_cancel₀ _ hD
  have hdef : secondDiff S n = S (n + 2) - 2 * S (n + 1) + S n := rfl
  have hA : (2 * aitken S n - S (n + 1) - E) * secondDiff S n =
      2 * (S n - E) * (S (n + 2) - E) - (S (n + 1) - E) * ((S n - E) + (S (n + 2) - E)) := by
    unfold aitken
    linear_combination (-2) * hq + (2 * S n - S (n + 1) - E) * hdef
  rw [hB _ _ _ (sub_ne_zero.mpr (hE n)) (sub_ne_zero.mpr (hE (n + 1)))
    (sub_ne_zero.mpr (hE (n + 2))), ← hA]
  constructor
  · intro h
    rw [h, sub_self, zero_mul]
  · intro h
    exact sub_eq_zero.mp ((mul_eq_zero.mp h).resolve_right hD)

/-- If no value of `S` equals `E` and no second difference vanishes, then twice the Aitken value
minus the middle data point equals `E` for every `n` if and only if the error is the reciprocal of a
linear function of `n`. -/
theorem corrected_exact_iff_inverse_linear {S : ℕ → ℝ} {E : ℝ} (hE : ∀ n, S n ≠ E)
    (hD : ∀ n, secondDiff S n ≠ 0) :
    (∀ n, 2 * aitken S n - S (n + 1) = E) ↔
      ∃ a b : ℝ, ∀ n : ℕ, S n = E + 1 / (a + b * n) := by
  constructor
  · intro h
    -- the reciprocal errors have a constant step, hence are linear in n
    have hstep : ∀ n : ℕ, 1 / (S (n + 1) - E) - 1 / (S n - E) =
        1 / (S 1 - E) - 1 / (S 0 - E) := by
      intro n
      induction n with
      | zero => rfl
      | succ n ih => exact ((corrected_exact_iff_reciprocals hE (hD n)).mp (h n)).trans ih
    have hlin : ∀ n : ℕ, 1 / (S n - E) =
        1 / (S 0 - E) + (1 / (S 1 - E) - 1 / (S 0 - E)) * n := by
      intro n
      induction n with
      | zero => simp
      | succ n ih =>
        push_cast
        linear_combination hstep n + ih
    refine ⟨1 / (S 0 - E), 1 / (S 1 - E) - 1 / (S 0 - E), fun n => ?_⟩
    rw [← hlin n, one_div_one_div]
    ring
  · rintro ⟨a, b, h⟩ n
    have hr : ∀ m : ℕ, 1 / (S m - E) = a + b * m := by
      intro m
      rw [h m, add_sub_cancel_left, one_div_one_div]
    rw [corrected_exact_iff_reciprocals hE (hD n), hr, hr, hr]
    push_cast
    ring

end

end AitkenInverseSizeTail
```

```lean
#print axioms AitkenInverseSizeTail.aitken_shifted_tail
#print axioms AitkenInverseSizeTail.iterated_secondDiff_ne_zero
#print axioms AitkenInverseSizeTail.surviving_error_fraction
#print axioms AitkenInverseSizeTail.corrected_exact_iff_inverse_linear
```

```
'AitkenInverseSizeTail.aitken_shifted_tail' depends on axioms: [propext, Classical.choice, Quot.sound]
'AitkenInverseSizeTail.iterated_secondDiff_ne_zero' depends on axioms: [propext, Classical.choice, Quot.sound]
'AitkenInverseSizeTail.surviving_error_fraction' depends on axioms: [propext, Classical.choice, Quot.sound]
'AitkenInverseSizeTail.corrected_exact_iff_inverse_linear' depends on axioms: [propext, Classical.choice, Quot.sound]
```

## Sizes, limits and extrapolated values

A sequence `S : ℕ → ℝ` holds a computed quantity at consecutive integer sizes. `secondDiff S n` is $D_n=S_{n+2}-2S_{n+1}+S_n$, and `aitken S n` is $A_n=S_n-(S_{n+1}-S_n)^2/D_n$, a formula designed to remove a geometric error $cq^n$. `inverseTail E c` is $E+c/n$, where $E$ is the infinite-size limit and $c$ the strength of the finite-size effect. The condition $c\neq0$ says that such an effect is present; without it, $D_n=0$ and there is nothing to extrapolate.

`aitken_inverseTail` states that, for $n\ge1$,

$$D_n\neq0,\qquad A_n=E+\frac{c}{2(n+1)},\qquad 2A_n-S_{n+1}=E.$$

Since `aitken` maps sequences to sequences, `aitken^[k]` means $k$ successive passes. For $c\neq0$ and $n\ge1$ they leave the error $c/(2^k(n+k))$, and no pass meets a vanishing second difference. `surviving_error_fraction` divides this by the original error $c/n$ and takes $n\to\infty$ at fixed $k$: the limit is $1/2^k$, hence one half for a single pass.

For finite-size extrapolation of simulated energies, this means that an error of exactly $c/n$, sampled without noise at consecutive sizes, decays as $1/n$ even after any fixed number of Aitken passes. General higher-order terms in $1/n$, statistical noise and unevenly spaced sizes are not covered.

## Halving the amplitude, shifting the size

`aitken_shifted_tail` treats $T_n=E+c/(n+a)$ with $a\ge0$. Write $x=n+a>0$. Then

$$T_{n+1}-T_n=-\frac{c}{x(x+1)},$$

$$D_n=-\frac{c}{(x+1)(x+2)}+\frac{c}{x(x+1)}=\frac{2c}{x(x+1)(x+2)}\neq0.$$

The Aitken correction is therefore

$$\frac{(T_{n+1}-T_n)^2}{D_n}=\frac{c(x+2)}{2x(x+1)},$$

and subtracting it gives

$$A_n=E+\frac{c}{x}-\frac{c(x+2)}{2x(x+1)}=E+\frac{c}{2(x+1)}.$$

The amplitude is halved and the shift $a$ grows by one. In the proof, `hs` and `hd` are the two differences, and `field_simp` and `ring` carry out the fractions. Setting $a=0$ gives the main theorem; the middle value has error $c/(n+1)$, so $2A_n-S_{n+1}=E$.

The result of one pass is again a shifted inverse tail. Induction on $k$ applies the lemma with amplitude $c/2^k$ and shift $k$, producing $c/2^{k+1}$ and $k+1$. The surviving fraction is

$$\frac{c/(2^k(n+k))}{c/n}=\frac{1}{2^k}\,\frac{n}{n+k}\longrightarrow\frac{1}{2^k}.$$

The limit proof uses this formula only for $n\ge1$, which suffices at large $n$.

## When $2A_n-S_{n+1}$ is exact

The last two theorems take an arbitrary sequence. Let $u,v,w$ be the errors $S_n-E$, $S_{n+1}-E$, $S_{n+2}-E$, all nonzero, and let $D_n=w-2v+u\neq0$. Multiplying out,

$$(2A_n-S_{n+1}-E)\,D_n=(2u-v)(w-2v+u)-2(v-u)^2=2uw-v(u+w).$$

This is `hA`, obtained by `linear_combination` once the denominator has been cleared. The right-hand side vanishes exactly when $2/v=1/u+1/w$, that is, when the reciprocal errors are equally spaced; `hB` supplies that equivalence.

If the corrected value equals $E$ for every $n$, the reciprocal errors have a constant step. Two inductions, `hstep` and `hlin`, turn this into $1/(S_n-E)=a+bn$, so $S_n=E+1/(a+bn)$. Conversely, reciprocal errors of this form are equally spaced, so $2A_n-S_{n+1}=E$.

This equivalence assumes $S_n\neq E$ and $D_n\neq0$ from $n=0$ onwards. Lean sets $c/0=0$, so `inverseTail E c` equals $E$ at $n=0$ and does not meet the first assumption. Relabelled as $E+c/(n+1)$ with $c\neq0$, it fits, with $a=b=1/c$.
